# Brillouin's theorem for antisymmetrised interactions: a determinant couples to a single excitation through a Fock matrix element

A mean-field calculation describes the electrons of a molecule by one Slater determinant. To improve on it, one mixes in determinants in which electrons have been moved to empty orbitals. Does moving a single electron already give a state that the Hamiltonian couples to the original one? The answer decides whether single excitations enter a configuration-interaction expansion, here in a finite orbital basis, directly or at most through other excitations.

## Orbitals, determinants and the Hamiltonian

The type `n` labels spin orbitals, and `m` labels a finite basis of many-electron states. Occupied orbitals are $i,j$; the empty (virtual) orbital is $c$, since $a$ denotes the operators.

```lean
import Mathlib

open Matrix

namespace BrillouinMatrixElement

noncomputable section

variable {n m : Type*} [DecidableEq n] [Fintype m]
```

The Kronecker delta $\delta_{pq}$ and the occupation number $n_p$ (`occ O p`) take complex values.

```lean
/-- The Kronecker delta of two spin-orbital labels. -/
def δ (p q : n) : ℂ := if p = q then 1 else 0

/-- The occupation number of the spin orbital `p`: one in the occupied set `O`, zero outside. -/
def occ (O : Finset n) (p : n) : ℂ := if p ∈ O then 1 else 0
```

Each $a_p$ is a matrix, and its conjugate transpose $a_p^\dagger$ creates an electron. The anticommutation relations are assumed; they stand for the Pauli principle and orthonormal orbitals.

```lean
/-- The canonical anticommutation relations for annihilation operators `a p`, whose
adjoints are the creation operators. -/
structure IsCAR [DecidableEq m] (a : n → Matrix m m ℂ) : Prop where
  anti : ∀ p q, a p * a q + a q * a p = 0
  mixed : ∀ p q, (a p)ᴴ * a q + a q * (a p)ᴴ = δ p q • (1 : Matrix m m ℂ)
```

A determinant is characterised by what annihilates it, with occupied set $O$ and norm one.

```lean
/-- A unit vector `Φ` is a determinant with occupied set `O` if no electron can be added to an
orbital in `O` and none removed from an orbital outside `O`. -/
structure IsDeterminant (a : n → Matrix m m ℂ) (O : Finset n) (Φ : m → ℂ) : Prop where
  unit : star Φ ⬝ᵥ Φ = 1
  occupied : ∀ p ∈ O, (a p)ᴴ *ᵥ Φ = 0
  empty : ∀ p ∉ O, a p *ᵥ Φ = 0
```

In the Hamiltonian $H$, the numbers $h_{pq}$ stand for one-electron integrals; the proofs do not use that these form a Hermitian matrix. In $v_{pqrs}$, which multiplies $a_p^\dagger a_q^\dagger a_s a_r$, one inserts the direct minus the exchange integral, $\langle pq|rs\rangle-\langle pq|sr\rangle$. This is antisymmetric in each index pair, a property that enters as a hypothesis from part (g) on.

```lean
/-- The Hamiltonian `Σ h_pq a_p† a_q + ¼ Σ v_pqrs a_p† a_q† a_s a_r`. -/
def hamiltonian [Fintype n] (a : n → Matrix m m ℂ) (h : n → n → ℂ)
    (v : n → n → n → n → ℂ) : Matrix m m ℂ :=
  ∑ p, ∑ q, h p q • ((a p)ᴴ * a q) +
    (1 / 4 : ℂ) • ∑ p, ∑ q, ∑ r, ∑ s, v p q r s • ((a p)ᴴ * (a q)ᴴ * a s * a r)
```

The Fock matrix $f_{pq}$ adds the mean field of the occupied orbitals to $h_{pq}$.

```lean
/-- The Fock matrix `h_pq + Σ_j v_pjqj`, with `j` running over the occupied orbitals. -/
def fock (O : Finset n) (h : n → n → ℂ) (v : n → n → n → n → ℂ) (p q : n) : ℂ :=
  h p q + ∑ j ∈ O, v p j q j
```

Below, $\langle A\rangle$ means $\langle\Phi,A\Phi\rangle$, conjugate-linear in the left vector. Declaring it linear in $A$ lets Lean evaluate operator sums term by term.

```lean
/-- The expression `⟨Φ, A Φ⟩` as a linear function of the operator `A`. -/
def expVal (Φ : m → ℂ) : Matrix m m ℂ →ₗ[ℂ] ℂ where
  toFun A := star Φ ⬝ᵥ (A *ᵥ Φ)
  map_add' A B := by simp [Matrix.add_mulVec, dotProduct_add]
  map_smul' z A := by simp [Matrix.smul_mulVec, dotProduct_smul]
```

## (a) From bra to ket

Show that an operator on the left can be moved to the right:
$$\langle B\Phi,A\Phi\rangle=\langle B^\dagger A\rangle .$$

**Solution.** Since $(B\Phi)^\dagger=\Phi^\dagger B^\dagger$, the left side is $\Phi^\dagger B^\dagger A\Phi$.

```lean
/-- An operator in the bra moves to the ket as its adjoint: `⟨BΦ, AΦ⟩ = ⟨Φ, B†AΦ⟩`. -/
theorem bra_to_ket (Φ : m → ℂ) (B A : Matrix m m ℂ) :
    star (B *ᵥ Φ) ⬝ᵥ (A *ᵥ Φ) = expVal Φ (Bᴴ * A) := by
  change _ = star Φ ⬝ᵥ ((Bᴴ * A) *ᵥ Φ)
  rw [Matrix.star_mulVec, ← Matrix.mulVec_mulVec, Matrix.dotProduct_mulVec (star Φ) Bᴴ]
```

## (b) Strings that end in an annihilator of the state

Show that $A\Phi=0$ implies $\langle BA\rangle=0$.

**Solution.** $BA\Phi=B(A\Phi)=0$.

```lean
/-- An operator string whose rightmost factor annihilates `Φ` has `⟨Φ, B A Φ⟩ = 0`. -/
theorem expVal_annihilated {Φ : m → ℂ} {A : Matrix m m ℂ} (hA : A *ᵥ Φ = 0)
    (B : Matrix m m ℂ) : expVal Φ (B * A) = 0 := by
  change star Φ ⬝ᵥ ((B * A) *ᵥ Φ) = 0
  rw [← Matrix.mulVec_mulVec, hA, Matrix.mulVec_zero, dotProduct_zero]
```

## (c) The one-body density

For a determinant, show that
$$\langle a_p^\dagger a_q\rangle=\delta_{pq}n_p .$$

**Solution.** If $p\in O$, write $a_p^\dagger a_q=\delta_{pq}-a_qa_p^\dagger$. The last term vanishes by (b), and $\langle 1\rangle=1$. If $p\notin O$, the element is $\langle a_p\Phi,a_q\Phi\rangle=0$. The Lean proof makes the same case distinction.

```lean
variable [DecidableEq m] {a : n → Matrix m m ℂ} {O : Finset n} {Φ : m → ℂ}

/-- The one-body density matrix of a determinant is diagonal, with the occupation numbers on
the diagonal. -/
theorem oneBody_density (ha : IsCAR a) (hΦ : IsDeterminant a O Φ) (p q : n) :
    expVal Φ ((a p)ᴴ * a q) = δ p q * occ O p := by
  by_cases hp : p ∈ O
  · -- move the creation operator to the right, where it annihilates the determinant
    have h1 : expVal Φ 1 = 1 := by
      change star Φ ⬝ᵥ ((1 : Matrix m m ℂ) *ᵥ Φ) = 1
      rw [Matrix.one_mulVec, hΦ.unit]
    rw [eq_sub_of_add_eq (ha.mixed p q), map_sub, map_smul,
      expVal_annihilated (hΦ.occupied p hp), h1]
    simp [occ, hp]
  · -- the creation operator acts on the bra as an annihilator of an empty orbital
    rw [← bra_to_ket, hΦ.empty p hp, star_zero, zero_dotProduct]
    simp [occ, hp]
```

## (d) The two-body density with one index occupied

For $i\in O$, show that
$$\langle a_i^\dagger a_q^\dagger a_sa_r\rangle=\delta_{ir}\delta_{qs}n_q-\delta_{is}\delta_{qr}n_q .$$

**Solution.** Move $a_i^\dagger$ to the right:
$$\begin{aligned}a_i^\dagger a_q^\dagger a_sa_r&=-a_q^\dagger a_i^\dagger a_sa_r\\&=a_q^\dagger a_sa_i^\dagger a_r-\delta_{is}a_q^\dagger a_r\\&=\delta_{ir}a_q^\dagger a_s-\delta_{is}a_q^\dagger a_r-a_q^\dagger a_sa_ra_i^\dagger .\end{aligned}$$
The last string gives zero by (b); part (c) evaluates the others. In Lean, `key` is this operator identity, and `e1` is the adjoint of the relation for two annihilators.

```lean
/-- The two-body density matrix of a determinant, with first index `i` occupied, is the
direct contraction minus the exchange contraction. -/
theorem twoBody_density (ha : IsCAR a) (hΦ : IsDeterminant a O Φ) {i : n} (hi : i ∈ O)
    (q s r : n) : expVal Φ ((a i)ᴴ * (a q)ᴴ * a s * a r) =
      δ i r * (δ q s * occ O q) - δ i s * (δ q r * occ O q) := by
  have e1 : (a i)ᴴ * (a q)ᴴ = -((a q)ᴴ * (a i)ᴴ) := by
    have h := congrArg Matrix.conjTranspose (ha.anti q i)
    rw [Matrix.conjTranspose_add, Matrix.conjTranspose_mul, Matrix.conjTranspose_mul,
      Matrix.conjTranspose_zero] at h
    exact eq_neg_of_add_eq_zero_left h
  have e2 := fun t => eq_sub_of_add_eq (ha.mixed i t)
  -- move the creation operator of the occupied orbital to the far right
  have key : (a i)ᴴ * (a q)ᴴ * a s * a r = δ i r • ((a q)ᴴ * a s) - δ i s • ((a q)ᴴ * a r)
      - (a q)ᴴ * a s * a r * (a i)ᴴ := by
    calc (a i)ᴴ * (a q)ᴴ * a s * a r = -((a q)ᴴ * ((a i)ᴴ * a s) * a r) := by
          rw [e1]; simp only [neg_mul, mul_assoc]
      _ = (a q)ᴴ * a s * ((a i)ᴴ * a r) - δ i s • ((a q)ᴴ * a r) := by
          rw [e2 s]
          simp only [mul_sub, sub_mul, mul_smul_comm, smul_mul_assoc, mul_one, mul_assoc]
          abel
      _ = _ := by
          rw [e2 r]
          simp only [mul_sub, mul_smul_comm, mul_one, mul_assoc]
          abel
  rw [key, map_sub, map_sub, map_smul, map_smul, expVal_annihilated (hΦ.occupied i hi),
    oneBody_density ha hΦ, oneBody_density ha hΦ]
  simp only [smul_eq_mul, sub_zero]
```

## (e) One-body strings after an excitation

For $i\in O$ and $c\notin O$, show that
$$\langle a_i^\dagger a_c\,a_p^\dagger a_q\rangle=\delta_{pc}\delta_{iq}.$$

**Solution.** Now $a_c$ moves to the right:
$$a_i^\dagger a_ca_p^\dagger a_q=\delta_{pc}a_i^\dagger a_q+a_i^\dagger a_p^\dagger a_qa_c .$$
The last string annihilates $\Phi$, and (c) with $n_i=1$ gives the result. Setting $p=c$, $q=i$ shows that $a_c^\dagger a_i\Phi$ has norm one.

```lean
/-- For `i` occupied and `c` empty, `⟨Φ, a_i† a_c a_p† a_q Φ⟩` is one if `p = c` and `q = i`,
and zero otherwise. -/
theorem oneBody_transition (ha : IsCAR a) (hΦ : IsDeterminant a O Φ) {i c : n} (hi : i ∈ O)
    (hc : c ∉ O) (p q : n) :
    expVal Φ ((a i)ᴴ * a c * ((a p)ᴴ * a q)) = δ p c * δ i q := by
  have e1 := eq_sub_of_add_eq ((add_comm _ _).trans (ha.mixed p c))
  have e2 := eq_neg_of_add_eq_zero_left (ha.anti c q)
  have key : (a i)ᴴ * a c * ((a p)ᴴ * a q) =
      δ p c • ((a i)ᴴ * a q) + (a i)ᴴ * (a p)ᴴ * a q * a c := by
    calc (a i)ᴴ * a c * ((a p)ᴴ * a q) = (a i)ᴴ * (a c * (a p)ᴴ) * a q := by
          simp only [mul_assoc]
      _ = δ p c • ((a i)ᴴ * a q) - (a i)ᴴ * (a p)ᴴ * (a c * a q) := by
          rw [e1]
          simp only [mul_sub, sub_mul, mul_smul_comm, smul_mul_assoc, mul_one, mul_assoc]
      _ = _ := by rw [e2]; simp only [mul_neg, sub_neg_eq_add, mul_assoc]
  rw [key, map_add, map_smul, expVal_annihilated (hΦ.empty c hc), oneBody_density ha hΦ]
  simp [occ, hi]
```

## (f) Two-body strings after an excitation

For the same $i$ and $c$, show that
$$\begin{aligned}\langle a_i^\dagger a_c\,a_p^\dagger a_q^\dagger a_sa_r\rangle={}&\delta_{pc}(\delta_{ir}\delta_{qs}-\delta_{is}\delta_{qr})n_q\\&-\delta_{qc}(\delta_{ir}\delta_{ps}-\delta_{is}\delta_{pr})n_p .\end{aligned}$$

**Solution.** Passing $a_c$ through two creators leaves two deltas; passing the two annihilators changes the sign twice:
$$\begin{aligned}a_i^\dagger a_ca_p^\dagger a_q^\dagger a_sa_r={}&\delta_{pc}a_i^\dagger a_q^\dagger a_sa_r-\delta_{qc}a_i^\dagger a_p^\dagger a_sa_r\\&+a_i^\dagger a_p^\dagger a_q^\dagger a_sa_ra_c .\end{aligned}$$
The last term drops out by (b), and (d) evaluates the other two. In the `calc` chain the two middle steps pass one creator each, and the last step passes both annihilators.

```lean
/-- For `i` occupied and `c` empty, `⟨Φ, a_i† a_c a_p† a_q† a_s a_r Φ⟩` is the signed sum of
four full contractions. -/
theorem twoBody_transition (ha : IsCAR a) (hΦ : IsDeterminant a O Φ) {i c : n} (hi : i ∈ O)
    (hc : c ∉ O) (p q s r : n) :
    expVal Φ ((a i)ᴴ * a c * ((a p)ᴴ * (a q)ᴴ * a s * a r)) =
      δ p c * (δ i r * (δ q s * occ O q) - δ i s * (δ q r * occ O q)) -
      δ q c * (δ i r * (δ p s * occ O p) - δ i s * (δ p r * occ O p)) := by
  have e1 := fun t => eq_sub_of_add_eq ((add_comm _ _).trans (ha.mixed t c))
  have e2 := fun t => eq_neg_of_add_eq_zero_left (ha.anti c t)
  -- move the annihilator of the empty orbital to the far right
  have key : (a i)ᴴ * a c * ((a p)ᴴ * (a q)ᴴ * a s * a r) =
      δ p c • ((a i)ᴴ * (a q)ᴴ * a s * a r) - (δ q c • ((a i)ᴴ * (a p)ᴴ * a s * a r)
        - (a i)ᴴ * (a p)ᴴ * (a q)ᴴ * a s * a r * a c) := by
    calc _ = (a i)ᴴ * (a c * (a p)ᴴ) * ((a q)ᴴ * a s * a r) := by simp only [mul_assoc]
      _ = δ p c • ((a i)ᴴ * (a q)ᴴ * a s * a r)
          - (a i)ᴴ * (a p)ᴴ * (a c * (a q)ᴴ) * (a s * a r) := by
          rw [e1 p]
          simp only [mul_sub, sub_mul, mul_smul_comm, smul_mul_assoc, mul_one, mul_assoc]
      _ = δ p c • ((a i)ᴴ * (a q)ᴴ * a s * a r) - (δ q c • ((a i)ᴴ * (a p)ᴴ * a s * a r)
          - (a i)ᴴ * (a p)ᴴ * (a q)ᴴ * (a c * a s) * a r) := by
          rw [e1 q]
          simp only [mul_sub, sub_mul, mul_smul_comm, smul_mul_assoc, mul_one, mul_assoc]
      _ = _ := by
          rw [e2 s]
          simp only [mul_neg, neg_mul, mul_assoc]
          rw [e2 r]
          simp only [mul_neg, neg_neg]
  rw [key, map_sub, map_sub, map_smul, map_smul, expVal_annihilated (hΦ.empty c hc),
    twoBody_density ha hΦ hi, twoBody_density ha hΦ hi]
  simp only [smul_eq_mul, sub_zero]
```

## (g) The Hamiltonian matrix element

Let $v$ be antisymmetric in its first and in its last index pair. For $i\in O$ and $c\notin O$, show that
$$\langle a_c^\dagger a_i\Phi,H\Phi\rangle=h_{ci}+\sum_{j\in O}v_{cjij}=f_{ci}.$$

**Solution.** By (a), the element is $\langle a_i^\dagger a_cH\rangle$. Part (e) reduces the one-body sum to $h_{ci}$, and (f) reduces the two-body sum to
$$\tfrac14\sum_q n_q\,(v_{cqiq}-v_{cqqi}-v_{qciq}+v_{qcqi}).$$
By antisymmetry each signed term equals $v_{cqiq}$, so the four cancel the factor $\tfrac14$, and $n_q$ restricts the sum to $O$. In Lean, `k2`, `k3` and `k4` are the antisymmetry steps, `k0` is the restriction to $O$, and `linear_combination` adds them up.

```lean
variable [Fintype n] {h : n → n → ℂ} {v : n → n → n → n → ℂ}

/-- For `v` antisymmetric in each index pair and a determinant `Φ`, the Hamiltonian matrix element
`⟨a_c† a_i Φ, H Φ⟩`, with `i` occupied and `c` empty, is the Fock element `ci`. -/
theorem single_excitation_element (ha : IsCAR a) (hΦ : IsDeterminant a O Φ)
    (hv₁ : ∀ p q r s, v p q r s = -v q p r s) (hv₂ : ∀ p q r s, v p q r s = -v p q s r)
    {i c : n} (hi : i ∈ O) (hc : c ∉ O) :
    star (((a c)ᴴ * a i) *ᵥ Φ) ⬝ᵥ (hamiltonian a h v *ᵥ Φ) = fock O h v c i := by
  rw [bra_to_ket, Matrix.conjTranspose_mul, Matrix.conjTranspose_conjTranspose]
  simp only [hamiltonian, mul_add, mul_smul_comm, Finset.mul_sum, map_add, map_smul, map_sum,
    oneBody_transition ha hΦ hi hc, twoBody_transition ha hΦ hi hc]
  have pull : ∀ (P : Prop) [Decidable P] (f : n → ℂ),
      ∑ x, (if P then f x else 0) = if P then ∑ x, f x else 0 := by
    intro P _ f
    split_ifs <;> simp
  -- the Kronecker deltas collapse the sums
  simp only [smul_eq_mul, mul_sub, Finset.sum_sub_distrib]
  simp only [δ, mul_ite, ite_mul, mul_one, one_mul, mul_zero, zero_mul, pull,
    Finset.sum_ite_eq, Finset.sum_ite_eq', Finset.mem_univ, if_true]
  -- antisymmetry makes the four contractions equal
  have k2 : ∑ q, v c q q i * occ O q = -∑ q, v c q i q * occ O q := by
    rw [← Finset.sum_neg_distrib]
    exact Finset.sum_congr rfl fun q _ => by rw [hv₂ c q q i]; ring
  have k3 : ∑ q, v q c i q * occ O q = -∑ q, v c q i q * occ O q := by
    rw [← Finset.sum_neg_distrib]
    exact Finset.sum_congr rfl fun q _ => by rw [hv₁ q c i q]; ring
  have k4 : ∑ q, v q c q i * occ O q = ∑ q, v c q i q * occ O q :=
    Finset.sum_congr rfl fun q _ => by rw [hv₁ q c q i, hv₂ c q q i]; ring
  have k0 : ∑ j ∈ O, v c j i j = ∑ q, v c q i q * occ O q := by simp [occ]
  unfold fock
  linear_combination -(1 / 4 : ℂ) * k2 - (1 / 4 : ℂ) * k3 + (1 / 4 : ℂ) * k4 - k0
```

## (h) When the coupling vanishes

Under the same hypotheses, show that
$$\langle a_c^\dagger a_i\Phi,H\Phi\rangle=0\iff h_{ci}+\sum_{j\in O}v_{cjij}=0 .$$

**Solution.** The two expressions set to zero are the same number by (g). Brillouin's theorem is usually stated for optimised Hartree–Fock orbitals. That optimisation makes these Fock elements vanish is a separate step, which must be supplied before one can conclude that the coupling vanishes in a converged calculation.

```lean
/-- The matrix-element form of Brillouin's theorem: for `v` antisymmetric in each index pair and a
determinant `Φ` with `i` occupied and `c` empty, `⟨a_c† a_i Φ, H Φ⟩` vanishes exactly when the Fock
element `ci` vanishes. -/
theorem brillouin (ha : IsCAR a) (hΦ : IsDeterminant a O Φ)
    (hv₁ : ∀ p q r s, v p q r s = -v q p r s) (hv₂ : ∀ p q r s, v p q r s = -v p q s r)
    {i c : n} (hi : i ∈ O) (hc : c ∉ O) :
    star (((a c)ᴴ * a i) *ᵥ Φ) ⬝ᵥ (hamiltonian a h v *ᵥ Φ) = 0 ↔
      h c i + ∑ j ∈ O, v c j i j = 0 := by
  rw [single_excitation_element ha hΦ hv₁ hv₂ hi hc, fock]
```

## (i) A determinant that is an eigenvector

Suppose in addition that $H\Phi=E\Phi$. Show that $f_{ci}=0$ for every $i\in O$ and $c\notin O$.

**Solution.** By (g) and (a),
$$f_{ci}=E\,\langle a_c^\dagger a_i\Phi,\Phi\rangle=E\,\langle a_i^\dagger a_c\rangle=0,$$
because $a_c\Phi=0$. In Lean, `horth` is this orthogonality.

```lean
/-- If a determinant is an eigenvector of the Hamiltonian, with `v` antisymmetric in each index
pair, then the Fock element between any empty `c` and occupied `i` vanishes. -/
theorem fock_eq_zero_of_eigenvector (ha : IsCAR a) (hΦ : IsDeterminant a O Φ)
    (hv₁ : ∀ p q r s, v p q r s = -v q p r s) (hv₂ : ∀ p q r s, v p q r s = -v p q s r)
    {E : ℂ} (hE : hamiltonian a h v *ᵥ Φ = E • Φ) {i c : n} (hi : i ∈ O) (hc : c ∉ O) :
    fock O h v c i = 0 := by
  -- the excited determinant is orthogonal to the reference
  have horth := bra_to_ket Φ ((a c)ᴴ * a i) 1
  rw [Matrix.one_mulVec, mul_one, Matrix.conjTranspose_mul,
    Matrix.conjTranspose_conjTranspose, expVal_annihilated (hΦ.empty c hc)] at horth
  rw [← single_excitation_element ha hΦ hv₁ hv₂ hi hc, hE, dotProduct_smul, horth, smul_zero]
```

## (j) Two modes in explicit matrices

In the basis $|00\rangle,|10\rangle,|01\rangle,|11\rangle$, let $a_0$ and $a_1$ empty the first and second mode, with $a_1|11\rangle=-|10\rangle$ and all other signs positive. Show that the anticommutation relations hold and that $|10\rangle$ is a determinant with $O=\{0\}$.

```lean
/-- Annihilation operators of two fermionic modes in the basis `|00⟩, |10⟩, |01⟩, |11⟩`. -/
def twoMode : Fin 2 → Matrix (Fin 4) (Fin 4) ℂ :=
  ![!![0, 1, 0, 0; 0, 0, 0, 0; 0, 0, 0, 1; 0, 0, 0, 0],
    !![0, 0, 1, 0; 0, 0, 0, -1; 0, 0, 0, 0; 0, 0, 0, 0]]
```

**Solution.** Each $a_p^2$ vanishes, and $a_p^\dagger a_p$ and $a_pa_p^\dagger$ project onto the states with mode $p$ filled and empty, so they add to one. For different modes the minus sign produces the cancellations:
$$a_0a_1|11\rangle=-|00\rangle=-a_1a_0|11\rangle,$$
$$a_0^\dagger a_1|01\rangle=|10\rangle=-a_1a_0^\dagger|01\rangle .$$
On the other basis states both products vanish, and the remaining mixed relation is an adjoint. Finally, $|10\rangle$ has norm one and $a_0^\dagger|10\rangle=a_1|10\rangle=0$. Lean checks all matrix entries case by case.

```lean
/-- The two-mode operators satisfy the anticommutation relations, and `|10⟩` is a determinant
with the first mode occupied and the second empty. -/
theorem twoMode_witness :
    IsCAR twoMode ∧ IsDeterminant twoMode {0} ![0, 1, 0, 0] := by
  refine ⟨⟨fun p q => ?_, fun p q => ?_⟩, ⟨?_, fun p hp => ?_, fun p hp => ?_⟩⟩
  · fin_cases p <;> fin_cases q <;> ext x y <;> fin_cases x <;> fin_cases y <;>
      simp [twoMode]
  · ext x y
    -- expand the products entrywise before inserting the explicit matrices
    simp only [Matrix.add_apply, Matrix.smul_apply, Matrix.mul_apply,
      Matrix.conjTranspose_apply, Matrix.one_apply, Fin.sum_univ_four]
    fin_cases p <;> fin_cases q <;> fin_cases x <;> fin_cases y <;> simp [twoMode, δ]
  · simp [dotProduct, Fin.sum_univ_four]
  · obtain rfl : p = 0 := by simpa using hp
    ext x
    fin_cases x <;> simp [twoMode, Matrix.mulVec, dotProduct, Fin.sum_univ_four]
  · obtain rfl : p = 1 := by
      revert hp
      fin_cases p <;> simp
    ext x
    fin_cases x <;> simp [twoMode, Matrix.mulVec, dotProduct, Fin.sum_univ_four]

end

end BrillouinMatrixElement
```

## Antisymmetry in the first pair alone is not enough

Take these two modes with $\Phi=|10\rangle$, $i=0$, $c=1$ and $h=0$. Let $v_{1000}=1$, $v_{0100}=-1$ and all other $v_{pqrs}=0$. This $v$ is antisymmetric in its first pair but not in its last, so it is an algebraic example and not a set of physical direct-minus-exchange integrals. Both terms of $H$ contain $a_0a_0=0$, so $H=0$ and the matrix element vanishes, while $f_{10}=v_{1000}=1$. The conclusions of (g), (h) and (i) all fail.

```lean
#print axioms BrillouinMatrixElement.single_excitation_element
-- 'BrillouinMatrixElement.single_excitation_element' depends on axioms: [propext, Classical.choice, Quot.sound]
#print axioms BrillouinMatrixElement.brillouin
-- 'BrillouinMatrixElement.brillouin' depends on axioms: [propext, Classical.choice, Quot.sound]
#print axioms BrillouinMatrixElement.fock_eq_zero_of_eigenvector
-- 'BrillouinMatrixElement.fock_eq_zero_of_eigenvector' depends on axioms: [propext, Classical.choice, Quot.sound]
```
